# A continuous $f:\mathbb R\to\mathbb R$ with $f(x+h)f(x-h)=k(h)f(x)^2$ has the form $A\exp(c_1x+c_2x^2)$

An integral over orbitals on two atoms contains a product of functions with different centres. Two Gaussians of equal exponent merge into one Gaussian at the midpoint, but two Slater functions $e^{-|x|}$ do not. Without a converse, the search could go on for a continuous profile that keeps the Slater cusp and still merges. For two copies of one profile on a line, that search must fail.

Shift a real profile $f$ by $h$ and by $-h$. The merging condition is

$$f(x+h)\,f(x-h)=k(h)\,f(x)^2\quad\text{for all real }x,h, \tag{1}$$

where the factor $k$ depends only on the half-distance $h$. A continuous $f$ satisfies (1) for some $k$ if and only if $f(x)=A\exp(c_1x+c_2x^2)$ with real constants. Continuity rules out jumps but allows a cusp.

Take $h=1$. For $e^{-|x|}$, equation (1) at $x=0$ demands $k(1)=e^{-2}\approx0.135$, while at $x=1$ it reads $e^{-2}=k(1)e^{-2}$ and demands $k(1)=1$. For $e^{-x^2}$ the same two points give $e^{-2}=k(1)$ and $e^{-4}=k(1)e^{-2}$, which agree.

## A positive profile has a quadratic logarithm

Let $f>0$. Then $k>0$, and $g=\ln f$, $\kappa=\ln k$ satisfy
$$g(x+h)+g(x-h)-2g(x)=\kappa(h).$$

The pairs $(x+y+z,\,x)$ and $(x+y,\,x+z)$ share a midpoint, with half-distances $(y+z)/2$ and $(y-z)/2$. Subtracting their equations gives
$$g(x+y+z)+g(x)-g(x+y)-g(x+z)=\kappa\!\left(\tfrac{y+z}2\right)-\kappa\!\left(\tfrac{y-z}2\right).$$
The right side does not contain $x$, so the left side equals its value at $x=0$. For $B(x,y)=g(x+y)-g(x)-g(y)+g(0)$ this says $B(u+v,y)=B(u,y)+B(v,y)$.

A continuous additive function is linear: additivity fixes it on rational multiples of 1, and continuity extends this to the reals. Hence $B(x,y)=B(1,y)\,x$. Since $B$ is symmetric, $B(x,y)=bxy$ with $b=B(1,1)$.

Now let $L(x)=g(x)-g(0)-bx^2/2$. Then $L(x+y)-L(x)-L(y)=B(x,y)-bxy=0$, so $L(x)=c_1x$ and
$$g(x)=c_0+c_1x+c_2x^2,\qquad c_0=g(0),\quad c_2=b/2.$$

## Zeros, sign and decay

Let $f(a)\ne0$ and suppose $f(b)=0$. If $f(a+h)f(a-h)\neq0$, then (1) at $a$ gives $k(h)\ne0$, and (1) at $a\pm h$ gives
$$f(a\pm2h)\,f(a)=k(h)\,f(a\pm h)^2\ne0.$$
So if $f(a+2h)f(a-2h)=0$, then $f(a+h)f(a-h)=0$. Start at $2h=b-a$ and keep halving: by continuity $f(a)^2=0$, a contradiction.

A profile that is not identically zero therefore has no zeros. By the intermediate value theorem $f(0)f(x)>0$ everywhere. This function also obeys (1), so it equals $\exp(c_0+c_1x+c_2x^2)$, and $A=e^{c_0}/f(0)$. If $f$ is identically zero, $A=0$.

Conversely, $(x+h)^2+(x-h)^2=2x^2+2h^2$, so the stated form obeys (1) with $k(h)=e^{2c_2h^2}$.

Constants and growing exponentials are still allowed. If $f$ is not identically zero and vanishes at both ends of the line, then $f(x)f(-x)=A^2e^{2c_2x^2}\to0$ forces $c_2<0$. With $\alpha=-c_2$ and $P=-c_1/(2c_2)$,
$$f(x)=A\,e^{\alpha P^2}e^{-\alpha(x-P)^2}.$$

The same argument on $\mathbb R^n$, where $h$ is a vector and $k(h)$ may depend on its direction as well as its length, gives $A\exp(v\cdot x+x^{T}Mx)$ with a real vector $v$ and a real symmetric matrix $M$; this extension has not been formalised here.

## The midpoint rule and its solutions in Lean

```lean
import Mathlib

open Filter Topology

namespace GaussianMidpointConverse
```

`MidpointRule f k` is equation (1), with no condition on `k`. The name has nothing to do with the quadrature rule.

```lean
/-- The midpoint product rule: the product of the values of `f` at two points placed
symmetrically about `x` is `f x ^ 2` times a factor that depends only on their half-distance. -/
def MidpointRule (f k : ℝ → ℝ) : Prop :=
  ∀ x h, f (x + h) * f (x - h) = k h * f x ^ 2
```

Mathlib's `map_real_smul` supplies the step from additive and continuous to linear.

```lean
/-- A continuous additive function on the line is proportional to its argument. -/
theorem linear_of_additive {L : ℝ → ℝ} (hc : Continuous L)
    (ha : ∀ x y, L (x + y) = L x + L y) (x : ℝ) : L x = L 1 * x := by
  have h : L (x • (1 : ℝ)) = x • L 1 := map_real_smul (AddMonoidHom.mk' L ha) hc x 1
  rw [smul_eq_mul, smul_eq_mul, mul_one] at h
  linarith
```

The four instances `h1` to `h4` are the two pairs at a general `x` and at `x = 0`; `linarith` eliminates `κ`.

```lean
/-- If the second difference of `g` is the same at every centre, then so is its
mixed difference with steps `y` and `z`. -/
theorem mixed_difference {g κ : ℝ → ℝ}
    (hg : ∀ x h, g (x + h) + g (x - h) - 2 * g x = κ h) (x y z : ℝ) :
    g (x + y + z) + g x - g (x + y) - g (x + z) = g (y + z) + g 0 - g y - g z := by
  -- the pairs (x+y+z, x) and (x+y, x+z) share a midpoint
  have h1 := hg (x + (y + z) / 2) ((y + z) / 2)
  have h2 := hg (x + (y + z) / 2) ((y - z) / 2)
  have h3 := hg ((y + z) / 2) ((y + z) / 2)
  have h4 := hg ((y + z) / 2) ((y - z) / 2)
  rw [show x + (y + z) / 2 + (y + z) / 2 = x + y + z by ring,
    show x + (y + z) / 2 - (y + z) / 2 = x by ring] at h1
  rw [show x + (y + z) / 2 + (y - z) / 2 = x + y by ring,
    show x + (y + z) / 2 - (y - z) / 2 = x + z by ring] at h2
  rw [show (y + z) / 2 + (y + z) / 2 = y + z by ring,
    show (y + z) / 2 - (y + z) / 2 = 0 by ring] at h3
  rw [show (y + z) / 2 + (y - z) / 2 = y by ring,
    show (y + z) / 2 - (y - z) / 2 = z by ring] at h4
  linarith
```

Here `hB` is linearity of $B$ in its first argument, `hb` is the bilinear form $bxy$, and `hL` is linearity of the remainder $L$.

```lean
/-- A continuous function whose second difference does not depend on the centre is a
polynomial of degree at most two. -/
theorem quadratic_of_second_difference {g κ : ℝ → ℝ} (hc : Continuous g)
    (hg : ∀ x h, g (x + h) + g (x - h) - 2 * g x = κ h) :
    ∃ c₀ c₁ c₂ : ℝ, ∀ x, g x = c₀ + c₁ * x + c₂ * x ^ 2 := by
  -- the mixed difference is additive, hence linear, in its first step
  have hB : ∀ x y, g (x + y) - g x - g y + g 0 = (g (1 + y) - g 1 - g y + g 0) * x := by
    intro x y
    have hadd : ∀ u v, g (u + v + y) - g (u + v) - g y + g 0
        = (g (u + y) - g u - g y + g 0) + (g (v + y) - g v - g y + g 0) := by
      intro u v
      linarith [mixed_difference hg u v y]
    exact linear_of_additive (L := fun x => g (x + y) - g x - g y + g 0)
      (by fun_prop) hadd x
  -- by symmetry it is bilinear
  obtain ⟨b, hb⟩ : ∃ b : ℝ, ∀ x y, g (x + y) - g x - g y + g 0 = b * x * y := by
    refine ⟨g (1 + 1) - g 1 - g 1 + g 0, fun x y => ?_⟩
    have h1 := hB x y
    have h2 := hB y 1
    rw [add_comm y 1] at h2
    linear_combination h1 + x * h2
  -- what remains after removing the quadratic part is additive
  have hadd : ∀ x y, g (x + y) - g 0 - b / 2 * (x + y) ^ 2
      = (g x - g 0 - b / 2 * x ^ 2) + (g y - g 0 - b / 2 * y ^ 2) := by
    intro x y
    linear_combination hb x y
  have hL : ∀ x, g x - g 0 - b / 2 * x ^ 2 = (g 1 - g 0 - b / 2 * 1 ^ 2) * x :=
    linear_of_additive (L := fun x => g x - g 0 - b / 2 * x ^ 2) (by fun_prop) hadd
  exact ⟨g 0, g 1 - g 0 - b / 2 * 1 ^ 2, b / 2, fun x => by linear_combination hL x⟩
```

Taking logarithms turns (1) into the hypothesis of the previous theorem. Positivity of `f` ensures `k h ≠ 0`.

```lean
/-- A continuous positive profile with the midpoint product rule is the exponential of a
polynomial of degree at most two. -/
theorem exp_quadratic_of_pos {f k : ℝ → ℝ} (hf : Continuous f) (hp : ∀ x, 0 < f x)
    (hr : MidpointRule f k) :
    ∃ c₀ c₁ c₂ : ℝ, ∀ x, f x = Real.exp (c₀ + c₁ * x + c₂ * x ^ 2) := by
  have hlog : ∀ x h, Real.log (f (x + h)) + Real.log (f (x - h)) - 2 * Real.log (f x)
      = Real.log (k h) := by
    intro x h
    have hk : k h ≠ 0 := by
      intro h0
      have e := hr x h
      rw [h0, zero_mul] at e
      exact (mul_pos (hp _) (hp _)).ne' e
    have e := congrArg Real.log (hr x h)
    rw [Real.log_mul (hp (x + h)).ne' (hp (x - h)).ne',
      Real.log_mul hk (pow_ne_zero 2 (hp x).ne'), Real.log_pow] at e
    push_cast at e
    linarith
  have key : ∃ c₀ c₁ c₂ : ℝ, ∀ x, Real.log (f x) = c₀ + c₁ * x + c₂ * x ^ 2 :=
    quadratic_of_second_difference (g := fun x => Real.log (f x))
      (hf.log fun x => (hp x).ne') hlog
  obtain ⟨c₀, c₁, c₂, hc⟩ := key
  exact ⟨c₀, c₁, c₂, fun x => by rw [← hc x, Real.exp_log (hp x)]⟩
```

In the next proof `step` is the halving argument, `all` iterates it by induction, and uniqueness of limits gives the contradiction at `a`.

```lean
/-- A continuous profile with the midpoint product rule that is non-zero at one point
has no nodes. -/
theorem no_nodes {f k : ℝ → ℝ} (hf : Continuous f) (hr : MidpointRule f k)
    {a : ℝ} (ha : f a ≠ 0) (b : ℝ) : f b ≠ 0 := by
  intro hb
  -- a node at distance 2h from a forces one at distance h
  have step : ∀ h, f (a + 2 * h) * f (a - 2 * h) = 0 → f (a + h) * f (a - h) = 0 := by
    intro h h0
    by_contra hne
    have hk : k h ≠ 0 := fun hk => hne (by rw [hr a h, hk, zero_mul])
    have h1 := hr (a + h) h
    have h2 := hr (a - h) h
    rw [show a + h + h = a + 2 * h by ring, show a + h - h = a by ring] at h1
    rw [show a - h + h = a by ring, show a - h - h = a - 2 * h by ring] at h2
    rcases mul_eq_zero.mp h0 with h0 | h0
    · rw [h0, zero_mul] at h1
      exact mul_ne_zero hk (pow_ne_zero 2 (left_ne_zero_of_mul hne)) h1.symm
    · rw [h0, mul_zero] at h2
      exact mul_ne_zero hk (pow_ne_zero 2 (right_ne_zero_of_mul hne)) h2.symm
  have all : ∀ n : ℕ,
      f (a + (b - a) * (1 / 2 : ℝ) ^ n) * f (a - (b - a) * (1 / 2 : ℝ) ^ n) = 0 := by
    intro n
    induction n with
    | zero => rw [show a + (b - a) * (1 / 2 : ℝ) ^ 0 = b by ring, hb, zero_mul]
    | succ n ih =>
      apply step
      rw [show 2 * ((b - a) * (1 / 2 : ℝ) ^ (n + 1)) = (b - a) * (1 / 2 : ℝ) ^ n by ring]
      exact ih
  -- the nodes accumulate at a
  have t0 : Tendsto (fun n : ℕ => (1 / 2 : ℝ) ^ n) atTop (𝓝 0) :=
    tendsto_pow_atTop_nhds_zero_of_lt_one (by norm_num) (by norm_num)
  have t := t0.const_mul (b - a)
  rw [mul_zero] at t
  have c : Continuous (fun h => f (a + h) * f (a - h)) := by fun_prop
  have z : f (a + 0) * f (a - 0) = 0 :=
    tendsto_nhds_unique ((c.tendsto 0).comp t)
      (tendsto_const_nhds.congr fun n => (all n).symm)
  exact ha (by simpa using z)
```

The direct computation combines the exponents with `Real.exp_add` and compares them with `ring`.

```lean
/-- The profile `A exp(c₁ x + c₂ x²)` obeys the midpoint product rule with factor
`exp(2 c₂ h²)`. -/
theorem midpointRule_exp (A c₁ c₂ : ℝ) :
    MidpointRule (fun x => A * Real.exp (c₁ * x + c₂ * x ^ 2))
      (fun h => Real.exp (2 * c₂ * h ^ 2)) := by
  intro x h
  have e : Real.exp (c₁ * (x + h) + c₂ * (x + h) ^ 2)
      * Real.exp (c₁ * (x - h) + c₂ * (x - h) ^ 2)
      = Real.exp (2 * c₂ * h ^ 2)
        * (Real.exp (c₁ * x + c₂ * x ^ 2) * Real.exp (c₁ * x + c₂ * x ^ 2)) := by
    rw [← Real.exp_add, ← Real.exp_add, ← Real.exp_add]
    congr 1
    ring
  linear_combination A ^ 2 * e
```

The equivalence assumes only continuity. Its forward direction treats the zero function separately, then applies the positive case to `f 0 * f x`.

```lean
/-- A continuous real profile obeys a midpoint product rule if and only if it has the form
`A exp(c₁ x + c₂ x²)` with real constants. -/
theorem midpointRule_iff {f : ℝ → ℝ} (hf : Continuous f) :
    (∃ k, MidpointRule f k) ↔
      ∃ A c₁ c₂ : ℝ, ∀ x, f x = A * Real.exp (c₁ * x + c₂ * x ^ 2) := by
  constructor
  · rintro ⟨k, hr⟩
    by_cases h : ∀ x, f x = 0
    · exact ⟨0, 0, 0, fun x => by rw [h x, zero_mul]⟩
    obtain ⟨a, ha⟩ := not_forall.mp h
    have hn := no_nodes hf hr ha
    have hF : Continuous (fun x => f 0 * f x) := by fun_prop
    -- without nodes the sign cannot change
    have hpos : ∀ x, 0 < f 0 * f x := by
      intro x
      by_contra hx
      obtain ⟨y, hy⟩ := mem_range_of_exists_le_of_exists_ge hF
        ⟨x, not_lt.mp hx⟩ ⟨0, mul_self_nonneg (f 0)⟩
      exact mul_ne_zero (hn 0) (hn y) hy
    have hR : MidpointRule (fun x => f 0 * f x) k := by
      intro x h
      linear_combination f 0 ^ 2 * hr x h
    have key : ∃ c₀ c₁ c₂ : ℝ, ∀ x, f 0 * f x = Real.exp (c₀ + c₁ * x + c₂ * x ^ 2) :=
      exp_quadratic_of_pos hF hpos hR
    obtain ⟨c₀, c₁, c₂, hc⟩ := key
    refine ⟨Real.exp c₀ / f 0, c₁, c₂, fun x => ?_⟩
    have e := hc x
    rw [add_assoc, Real.exp_add] at e
    rw [div_mul_eq_mul_div, eq_div_iff (hn 0)]
    linear_combination e
  · rintro ⟨A, c₁, c₂, h⟩
    rw [show f = fun x => A * Real.exp (c₁ * x + c₂ * x ^ 2) from funext h]
    exact ⟨_, midpointRule_exp A c₁ c₂⟩
```

The last theorem adds a non-zero value and the two limits. Its `A` includes the factor $e^{\alpha P^2}$, and `P` is the centre of the profile itself, whereas textbooks often use that letter for the centre of a product.

```lean
/-- A continuous profile with the midpoint product rule that is non-zero somewhere and tends
to zero at both ends of the line is a Gaussian with a centre `P` and an exponent `α > 0`. -/
theorem gaussian_of_decay {f k : ℝ → ℝ} (hf : Continuous f) (hr : MidpointRule f k)
    {a : ℝ} (ha : f a ≠ 0) (hT : Tendsto f atTop (𝓝 0)) (hB : Tendsto f atBot (𝓝 0)) :
    ∃ A α P : ℝ, A ≠ 0 ∧ 0 < α ∧ ∀ x, f x = A * Real.exp (-α * (x - P) ^ 2) := by
  obtain ⟨A, c₁, c₂, h⟩ := (midpointRule_iff hf).mp ⟨k, hr⟩
  have hA : A ≠ 0 := fun h0 => ha (by rw [h a, h0, zero_mul])
  -- otherwise f(x) f(-x) would never fall below A², which is positive
  have hneg : c₂ < 0 := by
    by_contra hc
    have hc' : 0 ≤ c₂ := not_lt.mp hc
    have hlow : ∀ x, A ^ 2 ≤ f x * f (-x) := by
      intro x
      have e : Real.exp (c₁ * x + c₂ * x ^ 2) * Real.exp (c₁ * (-x) + c₂ * (-x) ^ 2)
          = Real.exp (2 * c₂ * x ^ 2) := by
        rw [← Real.exp_add]
        congr 1
        ring
      have h1 : 1 ≤ Real.exp (2 * c₂ * x ^ 2) := Real.one_le_exp (by positivity)
      have h2 : f x * f (-x) = A ^ 2 * Real.exp (2 * c₂ * x ^ 2) := by
        rw [h x, h (-x)]
        linear_combination A ^ 2 * e
      rw [h2]
      exact le_mul_of_one_le_right (sq_nonneg A) h1
    have hle : A ^ 2 ≤ 0 * 0 :=
      ge_of_tendsto' (hT.mul (hB.comp tendsto_neg_atTop_atBot)) hlow
    have hA2 : 0 < A ^ 2 := by positivity
    linarith
  have hc0 : c₂ ≠ 0 := hneg.ne
  -- complete the square
  obtain ⟨P, hP⟩ : ∃ P : ℝ, c₁ = -2 * c₂ * P := ⟨-c₁ / (2 * c₂), by field_simp⟩
  refine ⟨A * Real.exp (-c₂ * P ^ 2), -c₂, P, mul_ne_zero hA (Real.exp_ne_zero _),
    by linarith, fun x => ?_⟩
  rw [h x, mul_assoc, ← Real.exp_add, hP]
  congr 2
  ring

end GaussianMidpointConverse
```

```lean
#print axioms GaussianMidpointConverse.midpointRule_iff
#print axioms GaussianMidpointConverse.gaussian_of_decay
```

```
'GaussianMidpointConverse.midpointRule_iff' depends on axioms: [propext, Classical.choice, Quot.sound]
'GaussianMidpointConverse.gaussian_of_decay' depends on axioms: [propext, Classical.choice, Quot.sound]
```

For electronic structure, the result limits which basis profiles can merge in this way, for two copies of one continuous real profile in one dimension. The step to actual basis sets, where functions with different exponents and polynomial prefactors are multiplied in three dimensions, needs a separate argument.
